# The vector (1, i) as a mode of the 2 × 2 identity matrix, with value 2i for the antisymmetric matrix with rows (0, 1) and (−1, 0)

The declaration concerns a dynamical matrix equal to the 2 × 2 identity, and states that the complex amplitude vector e = (1, i) solves its secular equation with squared frequency 1. It also states that e*Ae = 2i for the real antisymmetric matrix A with rows (0, 1) and (−1, 0). The vector is not normalised: its squared norm is 2, so the normalised expectation value is i. The attempt proves the two claims separately, checking the secular equation component by component and computing the second value by expanding the double sum.

An attempt in Lean 4 with a fault in it:

```lean
import Mathlib

open ComplexConjugate

namespace PhononAngularMomentum

noncomputable section

variable {n : Type*} [Fintype n]

/-- The secular equation: `e` is a complex amplitude vector of the real dynamical matrix `D`
with eigenvalue `w` (the squared frequency). -/
def IsMode (D : Matrix n n ℝ) (w : ℂ) (e : n → ℂ) : Prop :=
  ∀ i, ∑ j, (D i j : ℂ) * e j = w * e i

/-- The expectation value `e* A e` of a real matrix `A` in the amplitude vector `e`. -/
def expect (A : Matrix n n ℝ) (e : n → ℂ) : ℂ :=
  ∑ i, ∑ j, conj (e i) * (A i j : ℂ) * e j

/-- The vector `(1, i)` is a mode of the 2 by 2 identity, and an antisymmetric matrix has the
expectation value `2i` in it. -/
theorem circular_mode :
    IsMode (1 : Matrix (Fin 2) (Fin 2) ℝ) 1 ![1, Complex.I] ∧
      expect !![0, 1; -1, 0] ![1, Complex.I] = 2 * Complex.I := by
  constructor
  · intro i
    fin_cases i <;> simp [Fin.sum_univ_two]
  · simp [expect, Fin.sum_univ_two]
    ring

end

end PhononAngularMomentum
```

Messages:

```
Main.lean:26:2: error: unsolved goals
case left.«0»
⊢ 1 ((fun i => i) ⟨0, ⋯⟩) 0 = 1

case left.«1»
⊢ 1 ((fun i => i) ⟨1, ⋯⟩) 1 = 1
```

After these edits no error is left:

```diff
@@ -24,6 +24,7 @@
       expect !![0, 1; -1, 0] ![1, Complex.I] = 2 * Complex.I := by
   constructor
-  · intro i
-    fin_cases i <;> simp [Fin.sum_univ_two]
+  · unfold IsMode
+    rw [Fin.forall_fin_two]
+    constructor <;> simp [Fin.sum_univ_two, Matrix.one_apply]
   · simp [expect, Fin.sum_univ_two]
     ring
```

Cause. The error concerns only the secular equation. In each of its two cases `simp` leaves one goal, that a diagonal entry of the identity matrix equals 1. The goal is true, but `fin_cases` has introduced the row index in the form `(fun i => i) ⟨0, ⋯⟩` (or the same with 1), while the column index is the plain numeral `0` or `1`. The simp lemma for diagonal entries, `Matrix.one_apply_eq`, expects the same index in both places, and it did not fire on these two different forms.

The repair avoids `fin_cases`. `unfold IsMode` exposes the statement "for all `i`", so that `rw [Fin.forall_fin_two]` can replace it by the conjunction of its instances at `0` and `1`, and `constructor` separates them. The row indices are now plain numerals too. `Matrix.one_apply` writes each entry of the identity as 1 if its indices are equal and 0 otherwise, which `simp` can decide, and both goals close.
